# The Killing form of the real antisymmetric $n\times n$ matrices is $(n-2)\,\mathrm{tr}(XY)$, negative definite for $n\ge 3$

An orbital optimiser that updates real orthonormal orbitals by $C\to C\,e^{X}$, where the columns of $C$ are the orbitals and $X$ is a real antisymmetric matrix, can keep a step within bounds by capping the squared length $\|X\|^2=\sum_{i,j}X_{ij}^2$. For a finite set of $n\ge 3$ real orbitals, with all rotations among them allowed, this squared length can be computed from the commutators of the rotation generators alone. It is $-1/(n-2)$ times the Killing form of $X$ with itself.

## The trace of a double commutator

Let $\mathfrak{so}(n)$ be the space of real $n\times n$ matrices $Z$ with $Z^T=-Z$. If $X$ and $Y$ belong to it, so does the commutator $[X,Y]=XY-YX$. The Killing form is the trace, taken over the space $\mathfrak{so}(n)$, of a double commutator:

$$K(X,Y)=\mathrm{tr}_{\mathfrak{so}(n)}\bigl(Z\mapsto[X,[Y,Z]]\bigr).$$

The claim is that

$$K(X,Y)=(n-2)\,\mathrm{tr}(XY),$$

where the trace on the right is the ordinary matrix trace.

**Traces over all matrices.** Let $E_{kl}$ be the matrix with a 1 in position $kl$ and zeros elsewhere. These matrices form a basis of the space of all real $n\times n$ matrices, so a linear map $f$ on that space has trace $\sum_{i,j} f(E_{ij})_{ij}$. Since $(AE_{kl}B)_{ij}=A_{ik}B_{lj}$, two traces follow for any fixed matrices $A$ and $B$:

$$\mathrm{tr}(Z\mapsto AZB)=\sum_{i,j}A_{ii}B_{jj}=\mathrm{tr}A\;\mathrm{tr}B,$$

$$\mathrm{tr}(Z\mapsto AZ^TB)=\sum_{i,j}(AE_{ji}B)_{ij}=\sum_{i,j}A_{ij}B_{ij}=\mathrm{tr}(AB^T).$$

**From antisymmetric matrices to all matrices.** Let $\iota$ be the inclusion of $\mathfrak{so}(n)$ in the space of all matrices, and let $P(Z)=\tfrac12(Z-Z^T)$ map all matrices to $\mathfrak{so}(n)$. An antisymmetric matrix is unchanged by $P$, so $P\iota$ is the identity on $\mathfrak{so}(n)$. For any linear map $g$ on $\mathfrak{so}(n)$, cyclicity of the trace gives

$$\mathrm{tr}_{\mathfrak{so}(n)}\,g=\mathrm{tr}_{\mathfrak{so}(n)}(gP\iota)=\mathrm{tr}(\iota gP),$$

and the last trace runs over all matrices.

**The double commutator.** Write

$$D(Z)=[X,[Y,Z]]=XYZ-XZY-YZX+ZYX.$$

With $g(Z)=[X,[Y,Z]]$, the map $\iota gP$ sends $Z$ to $\tfrac12\bigl(D(Z)-D(Z^T)\bigr)$. Antisymmetric matrices have zero trace, so the direct part is

$$\mathrm{tr}\,D=n\,\mathrm{tr}(XY)-2\,\mathrm{tr}X\,\mathrm{tr}Y+n\,\mathrm{tr}(YX)=2n\,\mathrm{tr}(XY).$$

The transposed part is

$$\mathrm{tr}(Z\mapsto D(Z^T))=\mathrm{tr}(XY)-\mathrm{tr}(XY^T)-\mathrm{tr}(YX^T)+\mathrm{tr}\bigl((YX)^T\bigr)=4\,\mathrm{tr}(XY),$$

because $X^T=-X$ and $Y^T=-Y$ turn both middle terms into $+\mathrm{tr}(XY)$. Half the difference is $(n-2)\,\mathrm{tr}(XY)$.

**The sign.** For antisymmetric $X$,

$$\mathrm{tr}(X^2)=\sum_{i,j}X_{ij}X_{ji}=-\sum_{i,j}X_{ij}^2,$$

hence $K(X,X)=-(n-2)\|X\|^2$. If $n\ge3$ and $X\ne0$, this is strictly negative.

It follows that for $n\ge3$ a generator $X$ commuting with every generator is zero: the map $Z\mapsto[X,[X,Z]]$ then vanishes, so $K(X,X)=0$. For $n=2$ the factor $n-2$ is zero, and the Killing form vanishes identically although $\mathfrak{so}(2)$ contains a nonzero generator.

## Matrices and maps in Lean

In the code `n` is a finite type that labels the orbitals, and the number called $n$ above is `Fintype.card n`. The labels need no ordering.

```lean
import Mathlib

open Matrix LieAlgebra LieAlgebra.Orthogonal

namespace OrbitalRotationKillingForm

noncomputable section

variable {n : Type*} [Fintype n] [DecidableEq n]
```

The map `sandwich A B` is $Z\mapsto AZB$, composed from a right and a left multiplication. Transposition is packaged as a linear map too, so that it can be composed with the first.

```lean
/-- The linear map `Z ↦ A Z B` on real square matrices. -/
def sandwich (A B : Matrix n n ℝ) : Matrix n n ℝ →ₗ[ℝ] Matrix n n ℝ :=
  LinearMap.mulLeft ℝ A ∘ₗ LinearMap.mulRight ℝ B

/-- Transposition `Z ↦ Zᵀ` as a linear map on real square matrices. -/
def transposeMap : Matrix n n ℝ →ₗ[ℝ] Matrix n n ℝ where
  toFun Z := Zᵀ
  map_add' _ _ := rfl
  map_smul' _ _ := rfl
```

Mathlib's `so n ℝ` is the Lie algebra of real antisymmetric matrices. An element `Z` consists of a matrix, written `Z.1`, and a proof that it belongs to the algebra; the lemma `mem_so` turns membership into the equation $Z^T=-Z$. The next two definitions are $\iota$ and $P$. The antisymmetrizer has to supply a proof that its output is antisymmetric.

```lean
/-- The inclusion of the antisymmetric matrices in all real square matrices. -/
def inclusion : so n ℝ →ₗ[ℝ] Matrix n n ℝ where
  toFun Z := Z.1
  map_add' _ _ := rfl
  map_smul' _ _ := rfl

/-- The antisymmetrizer `Z ↦ (Z - Zᵀ) / 2`, from all real square matrices to `so(n)`. -/
def antisymmetrizer : Matrix n n ℝ →ₗ[ℝ] so n ℝ where
  toFun Z := ⟨(1 / 2 : ℝ) • (Z - Zᵀ), by
    rw [mem_so, Matrix.transpose_smul, Matrix.transpose_sub, Matrix.transpose_transpose]
    module⟩
  map_add' Z W := Subtype.ext (by
    change (1 / 2 : ℝ) • (Z + W - (Z + W)ᵀ)
      = (1 / 2 : ℝ) • (Z - Zᵀ) + (1 / 2 : ℝ) • (W - Wᵀ)
    rw [Matrix.transpose_add]
    module)
  map_smul' c Z := Subtype.ext (by
    change (1 / 2 : ℝ) • (c • Z - (c • Z)ᵀ) = c • ((1 / 2 : ℝ) • (Z - Zᵀ))
    rw [Matrix.transpose_smul]
    module)
```

## Traces on the full matrix space

The first lemma evaluates the trace in the basis of matrix units, where `Matrix.single i j 1` is $E_{ij}$. The auxiliary statement `h` says that the coordinates of a matrix in this basis are its entries.

```lean
/-- The trace of a linear map on matrix space is the sum over all matrix units `E_ij` of
the `ij` entry of the image of `E_ij`. -/
theorem trace_eq_sum_entries (f : Matrix n n ℝ →ₗ[ℝ] Matrix n n ℝ) :
    LinearMap.trace ℝ (Matrix n n ℝ) f = ∑ i, ∑ j, f (Matrix.single i j 1) i j := by
  have h : ∀ (M : Matrix n n ℝ) (p : n × n),
      (Matrix.stdBasis ℝ n n).repr M p = M p.1 p.2 := by
    intro M p
    simp [Matrix.stdBasis]
  rw [LinearMap.trace_eq_matrix_trace ℝ (Matrix.stdBasis ℝ n n), Matrix.trace,
    Fintype.sum_prod_type]
  simp only [Matrix.diag_apply, LinearMap.toMatrix_apply, h, Matrix.stdBasis_eq_single]
```

The entry formula $(AE_{kl}B)_{ij}=A_{ik}B_{lj}$ comes from the sum that defines the matrix product, in which only the term with index $k$ survives.

```lean
/-- The `ij` entry of `A E_kl B`, with `E_kl` a matrix unit, is `A_ik B_lj`. -/
theorem mul_single_mul_apply (A B : Matrix n n ℝ) (i j k l : n) :
    (A * (Matrix.single k l (1 : ℝ) * B) : Matrix n n ℝ) i j = A i k * B l j := by
  rw [Matrix.mul_apply, Finset.sum_eq_single k]
  · simp [Matrix.mul_apply, Matrix.single_apply]
  · intro x _ hx
    simp [Matrix.mul_apply, hx.symm]
  · simp
```

Both trace formulas now follow by substitution. In the second, the transpose of $E_{ij}$ is first rewritten as $E_{ji}$.

```lean
/-- The map `Z ↦ A Z B` on matrix space has trace `tr A · tr B`. -/
theorem trace_sandwich (A B : Matrix n n ℝ) :
    LinearMap.trace ℝ (Matrix n n ℝ) (sandwich A B) = A.trace * B.trace := by
  rw [trace_eq_sum_entries]
  change ∑ i, ∑ j, (A * (Matrix.single i j (1 : ℝ) * B) : Matrix n n ℝ) i j = _
  simp only [mul_single_mul_apply, Matrix.trace, Matrix.diag_apply, Finset.sum_mul_sum]

/-- The map `Z ↦ A Zᵀ B` on matrix space has trace `tr (A Bᵀ)`. -/
theorem trace_sandwich_transpose (A B : Matrix n n ℝ) :
    LinearMap.trace ℝ (Matrix n n ℝ) (sandwich A B ∘ₗ transposeMap) = (A * Bᵀ).trace := by
  rw [trace_eq_sum_entries]
  change ∑ i, ∑ j, (A * ((Matrix.single i j (1 : ℝ))ᵀ * B) : Matrix n n ℝ) i j = _
  simp only [Matrix.transpose_single, mul_single_mul_apply]
  simp only [Matrix.trace, Matrix.diag_apply, Matrix.mul_apply, Matrix.transpose_apply]
```

## Moving the trace off the antisymmetric subspace

In the next proof `hp` is the identity $P\iota=1$, and `h` uses it to write $g$ as $(gP)\iota$. Mathlib's `LinearMap.trace_comp_comm'` is cyclicity for maps between two different spaces. It requires both to be finite-dimensional, which for `so n ℝ` follows from its injective inclusion in the matrices.

```lean
/-- The trace of a linear map `g` over `so(n)` equals the trace over all matrices of the map
that first antisymmetrizes and then applies `g`. -/
theorem trace_so_eq (g : so n ℝ →ₗ[ℝ] so n ℝ) :
    LinearMap.trace ℝ (so n ℝ) g
      = LinearMap.trace ℝ (Matrix n n ℝ) (inclusion ∘ₗ (g ∘ₗ antisymmetrizer)) := by
  have : Module.Finite ℝ (so n ℝ) :=
    Module.Finite.of_injective (inclusion (n := n)) Subtype.val_injective
  -- the antisymmetrizer leaves antisymmetric matrices unchanged
  have hp : ∀ Z : so n ℝ, antisymmetrizer (inclusion Z) = Z := by
    intro Z
    have hZ := Z.2
    rw [mem_so] at hZ
    apply Subtype.ext
    change (1 / 2 : ℝ) • (Z.1 - Z.1ᵀ) = Z.1
    rw [hZ]
    module
  have h : g = (g ∘ₗ antisymmetrizer) ∘ₗ inclusion :=
    LinearMap.ext fun Z => (congrArg g (hp Z)).symm
  exact (congrArg (LinearMap.trace ℝ (so n ℝ)) h).trans
    (LinearMap.trace_comp_comm' inclusion (g ∘ₗ antisymmetrizer))
```

## The Killing form evaluated

The theorem `killingForm_so` says that for all `X` and `Y` in `so n ℝ`, Mathlib's `killingForm` equals (number of orbitals minus 2) times the trace of the matrix product. Mathlib defines this form as the trace of the composed commutator maps `ad ℝ (so n ℝ) X` and `ad ℝ (so n ℝ) Y`, with no extra normalising factor. The formula holds for every finite index type. With zero or one orbital the only antisymmetric matrix is zero, and both sides vanish.

The proof follows the derivation above. The steps `tX` and `tY` show that the two matrices are traceless, and `hc` is $\mathrm{tr}(YX)=\mathrm{tr}(XY)$. The step `hD` is the expansion of $\iota gP$ into eight sandwich maps, four of them acting on the transpose. It is checked on an arbitrary matrix `Z`: the factor $\tfrac12$ is pulled out, and `noncomm_ring` verifies the remaining identity without commuting any matrices. After `hK` has unfolded the Killing form, the two trace formulas are applied term by term, antisymmetry fixes the signs, and `ring` collects $\tfrac12(2n-4)\,\mathrm{tr}(XY)$.

```lean
/-- The Killing form of `so(n)`, the trace over `so(n)` of `Z ↦ [X, [Y, Z]]`, equals
`(n - 2) tr (X Y)`. -/
theorem killingForm_so (X Y : so n ℝ) :
    killingForm ℝ (so n ℝ) X Y = ((Fintype.card n : ℝ) - 2) * (X.1 * Y.1).trace := by
  have hX := X.2
  have hY := Y.2
  rw [mem_so] at hX hY
  have tX : X.1.trace = 0 := by
    have h := Matrix.trace_transpose X.1
    rw [hX, Matrix.trace_neg] at h
    linarith
  have tY : Y.1.trace = 0 := by
    have h := Matrix.trace_transpose Y.1
    rw [hY, Matrix.trace_neg] at h
    linarith
  have hc : (Y.1 * X.1).trace = (X.1 * Y.1).trace := Matrix.trace_mul_comm _ _
  -- the double commutator as a combination of maps `Z ↦ A Z B` and `Z ↦ A Zᵀ B`
  have hD : inclusion ∘ₗ ((ad ℝ (so n ℝ) X ∘ₗ ad ℝ (so n ℝ) Y) ∘ₗ antisymmetrizer)
      = (1 / 2 : ℝ) • ((sandwich (X.1 * Y.1) 1 - sandwich X.1 Y.1 - sandwich Y.1 X.1
            + sandwich 1 (Y.1 * X.1))
          - (sandwich (X.1 * Y.1) 1 - sandwich X.1 Y.1 - sandwich Y.1 X.1
            + sandwich 1 (Y.1 * X.1)) ∘ₗ transposeMap) := by
    refine LinearMap.ext fun Z => ?_
    change X.1 * (Y.1 * ((1 / 2 : ℝ) • (Z - Zᵀ)) - ((1 / 2 : ℝ) • (Z - Zᵀ)) * Y.1)
        - (Y.1 * ((1 / 2 : ℝ) • (Z - Zᵀ)) - ((1 / 2 : ℝ) • (Z - Zᵀ)) * Y.1) * X.1
      = (1 / 2 : ℝ) • ((X.1 * Y.1 * (Z * 1) - X.1 * (Z * Y.1) - Y.1 * (Z * X.1)
            + 1 * (Z * (Y.1 * X.1)))
          - (X.1 * Y.1 * (Zᵀ * 1) - X.1 * (Zᵀ * Y.1) - Y.1 * (Zᵀ * X.1)
            + 1 * (Zᵀ * (Y.1 * X.1))))
    simp only [mul_smul_comm, smul_mul_assoc, ← smul_sub]
    congr 1
    noncomm_ring
  have hK : killingForm ℝ (so n ℝ) X Y
      = LinearMap.trace ℝ (so n ℝ) (ad ℝ (so n ℝ) X ∘ₗ ad ℝ (so n ℝ) Y) :=
    LieModule.traceForm_apply_apply ℝ (so n ℝ) (so n ℝ) X Y
  rw [hK, trace_so_eq, hD]
  simp only [LinearMap.sub_comp, LinearMap.add_comp, map_smul, map_sub, map_add,
    trace_sandwich, trace_sandwich_transpose]
  simp only [Matrix.transpose_mul, Matrix.transpose_one, hX, hY, mul_neg, neg_mul, neg_neg,
    mul_one, one_mul, Matrix.trace_neg, Matrix.trace_one, hc, tX, tY, smul_eq_mul]
  ring
```

## Negative definiteness and the case of two orbitals

The sum-of-squares formula is proved entry by entry from $X_{ji}=-X_{ij}$.

```lean
/-- For antisymmetric `X`, the trace of `X²` is minus the sum of the squared entries. -/
theorem trace_sq_so (X : so n ℝ) :
    (X.1 * X.1).trace = -∑ i, ∑ j, X.1 i j ^ 2 := by
  have hX := X.2
  rw [mem_so] at hX
  simp only [Matrix.trace, Matrix.diag_apply, Matrix.mul_apply, ← Finset.sum_neg_distrib]
  refine Finset.sum_congr rfl fun i _ => Finset.sum_congr rfl fun j _ => ?_
  have h : X.1 j i = -X.1 i j := congrFun (congrFun hX i) j
  rw [h]
  ring
```

Negative definiteness is stated as a strict inequality for every nonzero `X`, under the hypothesis `3 ≤ Fintype.card n`. The proof picks a nonzero entry $X_{ij}$. Its square is at most the sum of squares along row $i$, which is at most the sum over the whole matrix, so the full sum is positive. Multiplying by the positive number $n-2$ and inserting the two preceding formulas gives the sign.

```lean
/-- For `n ≥ 3` the Killing form of `so(n)` is negative definite. -/
theorem killingForm_so_neg (hn : 3 ≤ Fintype.card n) (X : so n ℝ) (hX : X ≠ 0) :
    killingForm ℝ (so n ℝ) X X < 0 := by
  obtain ⟨i, j, hij⟩ : ∃ i j, X.1 i j ≠ 0 := by
    by_contra h
    push Not at h
    exact hX (Subtype.ext (Matrix.ext h))
  -- one nonzero entry makes the sum of squares positive
  have hpos : 0 < ∑ i, ∑ j, X.1 i j ^ 2 :=
    calc 0 < X.1 i j ^ 2 := by positivity
      _ ≤ ∑ l, X.1 i l ^ 2 :=
        Finset.single_le_sum (f := fun l => X.1 i l ^ 2)
          (fun _ _ => sq_nonneg _) (Finset.mem_univ j)
      _ ≤ ∑ k, ∑ l, X.1 k l ^ 2 :=
        Finset.single_le_sum (f := fun k => ∑ l, X.1 k l ^ 2)
          (fun _ _ => Finset.sum_nonneg fun _ _ => sq_nonneg _) (Finset.mem_univ i)
  have hcard : (3 : ℝ) ≤ Fintype.card n := by exact_mod_cast hn
  rw [killingForm_so, trace_sq_so]
  have h := mul_pos (show (0 : ℝ) < (Fintype.card n : ℝ) - 2 by linarith) hpos
  linarith
```

The statement about commuting generators uses the Lie bracket `⁅X, Z⁆`, which is the matrix commutator. If it vanishes for every `Z`, then the map `ad ℝ (so n ℝ) X` is zero, and so is the Killing form of `X` with itself. That contradicts the strict inequality unless `X` is zero.

```lean
/-- For `n ≥ 3`, a rotation generator that commutes with every rotation generator is zero. -/
theorem eq_zero_of_commutes (hn : 3 ≤ Fintype.card n) (X : so n ℝ)
    (h : ∀ Z : so n ℝ, ⁅X, Z⁆ = 0) : X = 0 := by
  by_contra hX
  have had : ad ℝ (so n ℝ) X = 0 := LinearMap.ext h
  have hK : killingForm ℝ (so n ℝ) X X
      = LinearMap.trace ℝ (so n ℝ) (ad ℝ (so n ℝ) X ∘ₗ ad ℝ (so n ℝ) X) :=
    LieModule.traceForm_apply_apply ℝ (so n ℝ) (so n ℝ) X X
  rw [had, LinearMap.zero_comp, map_zero] at hK
  exact (killingForm_so_neg hn X hX).ne hK
```

For two orbitals the generator of plane rotations is written out explicitly. Its lower left entry is 1, which shows that it is nonzero, while its Killing form with every `Y` vanishes through the factor $2-2$. The bound $n\ge3$ therefore cannot be lowered to 2.

```lean
/-- The generator of rotations in the plane of two orbitals. -/
def planeGenerator : so (Fin 2) ℝ :=
  ⟨!![0, -1; 1, 0], by
    rw [mem_so]
    ext i j
    fin_cases i <;> fin_cases j <;> simp⟩

/-- For `n = 2` definiteness fails: the plane generator is nonzero, yet its Killing form with
every element of `so(2)` vanishes. -/
theorem killingForm_so_two_degenerate :
    planeGenerator ≠ 0 ∧ ∀ Y, killingForm ℝ (so (Fin 2) ℝ) planeGenerator Y = 0 := by
  constructor
  · intro h
    have h1 : (1 : ℝ) = 0 := congrArg (fun Z : so (Fin 2) ℝ => Z.1 1 0) h
    norm_num at h1
  · intro Y
    rw [killingForm_so]
    simp

end

end OrbitalRotationKillingForm
```

These theorems concern the Lie algebra of generators only; the exponential $e^X$ and the orbital energy do not enter. The trace in the Killing form runs over every generator, including rotations among occupied orbitals alone, which leave a closed-shell Hartree–Fock energy unchanged and which an optimiser may omit from its variables. Omitting them restricts $X$ to a subspace, on which the negative sign for nonzero $X$ persists when $n\ge3$.

```lean
#print axioms OrbitalRotationKillingForm.killingForm_so_neg
#print axioms OrbitalRotationKillingForm.eq_zero_of_commutes
#print axioms OrbitalRotationKillingForm.killingForm_so_two_degenerate
```

```
'OrbitalRotationKillingForm.killingForm_so_neg' depends on axioms: [propext, Classical.choice, Quot.sound]
'OrbitalRotationKillingForm.eq_zero_of_commutes' depends on axioms: [propext, Classical.choice, Quot.sound]
'OrbitalRotationKillingForm.killingForm_so_two_degenerate' depends on axioms: [propext, Classical.choice, Quot.sound]
```
